# Dividing the exchange term by the orbital gives a pole at a simple node where that term is nonzero

## Exchange as a source term in the radial equation

In a numerical Hartree–Fock calculation for an atom, the exchange term of a radial equation can be tabulated from the current orbitals and kept as a source while the equation is integrated along the grid. Dividing this term by the orbital would give a homogeneous equation with a local potential, which looks simpler to integrate. At a node of the orbital, however, the division produces a pole unless the exchange term vanishes there too.

Write $P(r)$ for the radial orbital, that is, $r$ times the radial wavefunction. Its equation has the form

$$P''(r) = q(r)P(r) + X(r).$$

The function $q$ collects the centrifugal term, the nuclear attraction, the direct Coulomb potential and the orbital energy. The function $X$ is the exchange term, in which the orbital appears under an integral.

## The 2s orbital of beryllium

Take the configuration $1s^2 2s^2$ in Hartree atomic units. Let $u$ be the $1s$ radial function and $P$ the $2s$ one. The exchange of $2s$ with itself is $P(r)$ times a function of $r$, and that function can be put into $q$. What remains is

$$X(r) = -2\,u(r)\int_0^\infty \frac{u(s)P(s)}{\max(r,s)}\,ds .$$

Suppose that $u>0$ for $r>0$, and that $P$ is positive inside a single node $a$ and negative outside it. Orthogonality, $\int_0^\infty uP\,ds=0$, turns the integral at $r=a$ into

$$\int_a^\infty u(s)P(s)\left(\frac1s-\frac1a\right)ds > 0,$$

because $P(s)$ and the bracket are both negative for $s>a$. Hence $X(a)<0$. The slope $P'(a)$ is negative as well: if it were zero, $P''(a)=X(a)<0$ would make $P$ negative on both sides of the node.

The quotient $X/P$ therefore goes to $-\infty$ as the node is approached from inside and to $+\infty$ from outside. At a grid point a small distance $\delta$ beyond the node it is about $X(a)/(P'(a)\,\delta)$. The product $(X/P)P$ stays finite only because the pole and the zero coincide. If the next iterate of the orbital is nonzero at the old node, its product with the old quotient is unbounded there.

## What is stated about the node

Let $q$ and $X$ be continuous at $a$, let $P(a)=0$, and let $P'(a)$ and $X(a)$ be nonzero. The main theorem, `exchange_pole_at_node`, has two conclusions:

1. As $r\to a$ with $r\neq a$, $(r-a)X(r)/P(r)\to X(a)/P'(a)$.
2. No function $w$ continuous at $a$ satisfies $P''=wP$ at all points near $a$ other than $a$ itself.

The exception for $a$ in the second conclusion gives it its content. If the local equation were required at the node too, it would fail at once for every $w$, since $w(a)P(a)=0$ while $P''(a)=X(a)\neq0$.

In the Lean file, `D` is the derivative of `P`. The predicate `SolvesRadial q X P D a` says that at every point of some neighbourhood of `a`, including `a`, the derivative of `P` is `D` and the derivative of `D` is `q r * P r + X r`. The predicate `SolvesLocalOffNode w P D a` asks for $D'=wP$ only in a punctured neighbourhood, written `𝓝[≠] a`. It uses the same `P` and `D`, so $w$ has to reproduce the given orbital and not merely some orbital. The quotient $X/P$ is `exchangePotential X P`. Lean assigns it the value 0 where `P` vanishes, but the limits never use the node itself, and $P$ has no other zero close by.

The functions are real-valued and $X$ is simply given. Its integral form, the self-consistency of the orbitals and the boundary conditions do not enter, and $X(a)\neq0$ is a hypothesis. Physically it says that exchange with the other orbitals leaves a nonzero contribution at the node, as in the beryllium example. The condition $P'(a)\neq0$ says that the node is simple. The zero of $P$ at the nucleus does not qualify when $q$ is singular there, because $q$ must be continuous at $a$.

For effective potentials in electronic structure, the result limits what a local potential can do when it must reproduce one given radial orbital exactly near such a node. It does not concern local exchange potentials that are built to a different requirement.

## From the slope at the node to the pole

Since $P(a)=0$,

$$\frac{P(r)}{r-a}=\frac{P(r)-P(a)}{r-a}\longrightarrow P'(a)\neq0 .$$

So $P(r)\neq0$ for all $r\neq a$ close enough to $a$, and the node is isolated. Dividing $X(r)\to X(a)$ by this limit gives

$$(r-a)\frac{X(r)}{P(r)}=\frac{X(r)}{P(r)/(r-a)}\longrightarrow\frac{X(a)}{P'(a)} .$$

Now let $w$ be any function with $P''=wP$ off the node. Comparison with the radial equation gives $wP=qP+X$, and division by $P$ gives

$$w=q+\frac{X}{P}\qquad(r\neq a,\ r\text{ near }a).$$

Multiply by $r-a$. The term $(r-a)q(r)$ tends to $0\cdot q(a)=0$, so

$$(r-a)w(r)\longrightarrow\frac{X(a)}{P'(a)}\neq0 .$$

Consequently

$$|w(r)|=|(r-a)w(r)|\cdot\frac1{|r-a|}\longrightarrow\infty .$$

If $w$ were continuous at $a$, then $|w(r)|$ would tend to the finite number $|w(a)|$. This contradiction proves the second conclusion.

## When the exchange term vanishes at the node

Suppose now that $X$ is differentiable at $a$. If $X(a)=0$, the zeros of $X$ and $P$ cancel:

$$\frac{X(r)}{P(r)}=\frac{X(r)/(r-a)}{P(r)/(r-a)}\longrightarrow\frac{X'(a)}{P'(a)} .$$

Setting $w=q+X/P$ off the node and $w(a)=q(a)+X'(a)/P'(a)$ gives a potential that is continuous at $a$ and satisfies the local equation off the node. Together with the previous argument, this shows that such a potential exists exactly when $X(a)=0$.

An explicit case with a pole is $P=r+r^2$, $q=1$, $X=2-r-r^2$, with the node at $0$. Here $P'=1+2r$ and

$$P''=2=(r+r^2)+(2-r-r^2).$$

The local potential off the node is $w=2/(r+r^2)$, and $r\,w(r)\to2=X(0)/P'(0)$. The variable is just a real coordinate here, so the node at $0$ does not stand for the nucleus.

## Inverting a single orbital

The same argument applies when a potential is sought from an orbital alone, through $w=P''/P$. Put $q=0$ and $X=P''$, with $P''$ continuous at a simple node $a$. Then $(r-a)P''(r)/P(r)\to P''(a)/P'(a)$, so the inverted potential has a pole unless $P''(a)=0$.

## The Lean file

```lean
import Mathlib

open Filter Topology

namespace ExchangePoleAtNode

/-- Near `a` the orbital `P`, with derivative `D`, obeys the radial equation
`P'' = q P + X` with exchange term `X`. -/
def SolvesRadial (q X P D : ℝ → ℝ) (a : ℝ) : Prop :=
  ∀ᶠ r in 𝓝 a, HasDerivAt P (D r) r ∧ HasDerivAt D (q r * P r + X r) r

/-- Near `a`, but not necessarily at `a` itself, the function `D` has derivative `w P`. When `D` is
the derivative of the orbital `P`, this is the purely local equation `P'' = w P`. -/
def SolvesLocalOffNode (w P D : ℝ → ℝ) (a : ℝ) : Prop :=
  ∀ᶠ r in 𝓝[≠] a, HasDerivAt D (w r * P r) r

/-- The quotient `X / P`, which is the exchange term written as a local potential wherever the
orbital `P` is nonzero. Where `P` vanishes, Lean's division gives the value 0. -/
noncomputable def exchangePotential (X P : ℝ → ℝ) (r : ℝ) : ℝ := X r / P r

/-- At a node `a` of a differentiable orbital, `P(r) / (r - a)` tends to the slope of `P`. -/
theorem node_slope {P : ℝ → ℝ} {a p : ℝ} (hP : HasDerivAt P p a) (h0 : P a = 0) :
    Tendsto (fun r => P r / (r - a)) (𝓝[≠] a) (𝓝 p) := by
  refine (hasDerivAt_iff_tendsto_slope.mp hP).congr fun r => ?_
  rw [slope_def_field, h0, sub_zero]

/-- A node at which the orbital has nonzero slope is isolated. -/
theorem node_isolated {P : ℝ → ℝ} {a p : ℝ} (hP : HasDerivAt P p a) (h0 : P a = 0)
    (hp : p ≠ 0) : ∀ᶠ r in 𝓝[≠] a, P r ≠ 0 :=
  ((node_slope hP h0).eventually_ne hp).mono fun r hr hz => hr (by simp [hz])

/-- If `X` is continuous at a node `a` where the orbital has nonzero slope `p`, then
`(r - a) X(r) / P(r)` tends to `X(a) / p`. -/
theorem exchange_residue {X P : ℝ → ℝ} {a p : ℝ} (hX : ContinuousAt X a)
    (hP : HasDerivAt P p a) (h0 : P a = 0) (hp : p ≠ 0) :
    Tendsto (fun r => (r - a) * exchangePotential X P r) (𝓝[≠] a) (𝓝 (X a / p)) := by
  have key : Tendsto (fun r => X r / (P r / (r - a))) (𝓝[≠] a) (𝓝 (X a / p)) :=
    (hX.tendsto.mono_left nhdsWithin_le_nhds).div (node_slope hP h0) hp
  refine key.congr fun r => ?_
  change X r / (P r / (r - a)) = (r - a) * (X r / P r)
  rw [div_div_eq_mul_div]
  ring

/-- Let `P'' = q P + X` near a node `a` with `P'(a)` nonzero. If `P'' = w P` near `a` off the node,
then `w = q + X / P` at all points near `a` other than `a` itself. -/
theorem local_potential_eq {q X P D w : ℝ → ℝ} {a : ℝ} (h : SolvesRadial q X P D a)
    (h0 : P a = 0) (hD : D a ≠ 0) (hw : SolvesLocalOffNode w P D a) :
    ∀ᶠ r in 𝓝[≠] a, w r = q r + exchangePotential X P r := by
  have hP : HasDerivAt P (D a) a := (Filter.Eventually.self_of_nhds h).1
  unfold SolvesRadial at h
  unfold SolvesLocalOffNode at hw
  filter_upwards [hw, h.filter_mono nhdsWithin_le_nhds, node_isolated hP h0 hD]
    with r h1 h2 h3
  -- the second derivative of the orbital is unique
  have e : w r * P r = q r * P r + X r := h1.unique h2.2
  unfold exchangePotential
  field_simp
  linear_combination e

/-- The difference `r - a` tends to zero as `r` tends to `a` with `r ≠ a`. -/
private theorem sub_tendsto (a : ℝ) : Tendsto (fun r : ℝ => r - a) (𝓝[≠] a) (𝓝 0) := by
  have h : Tendsto (fun r : ℝ => r - a) (𝓝 a) (𝓝 (a - a)) :=
    (continuous_id.sub continuous_const).tendsto a
  rw [sub_self] at h
  exact h.mono_left nhdsWithin_le_nhds

/-- Let `P'' = q P + X` near a node `a`, with `q`, `X` continuous at `a` and `P'(a)` nonzero. Then
every `w` with `P'' = w P` near `a` off the node satisfies `(r - a) w(r) → X(a) / P'(a)` as `r`
tends to `a` with `r ≠ a`. -/
theorem local_potential_residue {q X P D w : ℝ → ℝ} {a : ℝ} (h : SolvesRadial q X P D a)
    (hq : ContinuousAt q a) (hX : ContinuousAt X a) (h0 : P a = 0) (hD : D a ≠ 0)
    (hw : SolvesLocalOffNode w P D a) :
    Tendsto (fun r => (r - a) * w r) (𝓝[≠] a) (𝓝 (X a / D a)) := by
  have hP : HasDerivAt P (D a) a := (Filter.Eventually.self_of_nhds h).1
  have key := ((sub_tendsto a).mul (hq.tendsto.mono_left nhdsWithin_le_nhds)).add
    (exchange_residue hX hP h0 hD)
  rw [zero_mul, zero_add] at key
  refine key.congr' ?_
  filter_upwards [local_potential_eq h h0 hD hw] with r hr
  rw [hr]
  ring

/-- Let `P'' = q P + X` near a node `a`, with `q`, `X` continuous at `a` and `P'(a)`, `X(a)`
nonzero. Then for every `w` with `P'' = w P` near `a` off the node, `|w(r)|` tends to infinity as
`r` tends to `a` with `r ≠ a`. -/
theorem local_potential_diverges {q X P D w : ℝ → ℝ} {a : ℝ} (h : SolvesRadial q X P D a)
    (hq : ContinuousAt q a) (hX : ContinuousAt X a) (h0 : P a = 0) (hD : D a ≠ 0)
    (hXa : X a ≠ 0) (hw : SolvesLocalOffNode w P D a) :
    Tendsto (fun r => |w r|) (𝓝[≠] a) atTop := by
  have habs : Tendsto (fun r : ℝ => |r - a|) (𝓝[≠] a) (𝓝[>] 0) := by
    refine tendsto_nhdsWithin_iff.mpr ⟨?_, ?_⟩
    · have h1 := (sub_tendsto a).abs
      rwa [abs_zero] at h1
    · filter_upwards [self_mem_nhdsWithin] with r hr
      exact abs_pos.mpr (sub_ne_zero.mpr hr)
  have hinv : Tendsto (fun r : ℝ => |r - a|⁻¹) (𝓝[≠] a) atTop :=
    tendsto_inv_nhdsGT_zero.comp habs
  -- a nonzero residue times the diverging inverse distance
  have key := Filter.Tendsto.pos_mul_atTop (abs_pos.mpr (div_ne_zero hXa hD))
    (local_potential_residue h hq hX h0 hD hw).abs hinv
  refine key.congr' ?_
  filter_upwards [self_mem_nhdsWithin] with r hr
  have hra : |r - a| ≠ 0 := abs_ne_zero.mpr (sub_ne_zero.mpr hr)
  rw [abs_mul, mul_comm (|r - a|), mul_assoc, mul_inv_cancel₀ hra, mul_one]

/-- Let `P'' = q P + X` near a node `a`, with `q`, `X` continuous at `a` and `P'(a)`, `X(a)`
nonzero. Then `(r - a) X(r) / P(r)` tends to `X(a) / P'(a)`, and no local potential continuous
at `a` reproduces the orbital, even if the equation is only required off the node. -/
theorem exchange_pole_at_node {q X P D : ℝ → ℝ} {a : ℝ} (h : SolvesRadial q X P D a)
    (hq : ContinuousAt q a) (hX : ContinuousAt X a) (h0 : P a = 0) (hD : D a ≠ 0)
    (hXa : X a ≠ 0) :
    Tendsto (fun r => (r - a) * exchangePotential X P r) (𝓝[≠] a) (𝓝 (X a / D a)) ∧
      ¬ ∃ w : ℝ → ℝ, ContinuousAt w a ∧ SolvesLocalOffNode w P D a := by
  refine ⟨exchange_residue hX (Filter.Eventually.self_of_nhds h).1 h0 hD, ?_⟩
  rintro ⟨w, hc, hw⟩
  exact not_tendsto_nhds_of_tendsto_atTop (local_potential_diverges h hq hX h0 hD hXa hw) _
    (hc.tendsto.mono_left nhdsWithin_le_nhds).abs

/-- Let `P'' = q P + X` near a node `a`, with `q` continuous and `X` differentiable at `a` and
`P'(a)` nonzero. Then some `w` continuous at `a` satisfies `P'' = w P` near `a` off the node exactly
when `X(a) = 0`. -/
theorem continuous_local_potential_iff {q X P D : ℝ → ℝ} {a x : ℝ}
    (h : SolvesRadial q X P D a) (hq : ContinuousAt q a) (hX : HasDerivAt X x a)
    (h0 : P a = 0) (hD : D a ≠ 0) :
    (∃ w : ℝ → ℝ, ContinuousAt w a ∧ SolvesLocalOffNode w P D a) ↔ X a = 0 := by
  have hP : HasDerivAt P (D a) a := (Filter.Eventually.self_of_nhds h).1
  constructor
  · intro hw
    by_contra hXa
    exact (exchange_pole_at_node h hq hX.continuousAt h0 hD hXa).2 hw
  · intro hXa
    -- the common zero of `X` and `P` cancels in the quotient
    have hlim : Tendsto (fun r => exchangePotential X P r) (𝓝[≠] a) (𝓝 (x / D a)) := by
      refine ((node_slope hX hXa).div (node_slope hP h0) hD).congr' ?_
      filter_upwards [self_mem_nhdsWithin] with r hr
      exact div_div_div_cancel_right₀ (sub_ne_zero.mpr hr) _ _
    refine ⟨Function.update (fun r => q r + exchangePotential X P r) a (q a + x / D a),
      continuousAt_update_same.mpr
        ((hq.tendsto.mono_left nhdsWithin_le_nhds).add hlim), ?_⟩
    unfold SolvesRadial at h
    unfold SolvesLocalOffNode
    filter_upwards [h.filter_mono nhdsWithin_le_nhds, node_isolated hP h0 hD,
      self_mem_nhdsWithin] with r h1 h2 hr
    have hra : r ≠ a := hr
    have e : (q r + exchangePotential X P r) * P r = q r * P r + X r := by
      unfold exchangePotential
      field_simp
    rw [Function.update_of_ne hra, e]
    exact h1.2

/-- The orbital `P = r + r²` solves the radial equation with `q = 1` and `X = 2 - r - r²`
near its node `0`, where its slope and the exchange term are nonzero. -/
theorem solvesRadial_witness :
    SolvesRadial (fun _ => 1) (fun r => 2 - r - r ^ 2) (fun r => r + r ^ 2)
      (fun r => 1 + 2 * r) 0 ∧
    (fun r : ℝ => r + r ^ 2) 0 = 0 ∧ (fun r : ℝ => 1 + 2 * r) 0 ≠ 0 ∧
    (fun r : ℝ => 2 - r - r ^ 2) 0 ≠ 0 := by
  refine ⟨Filter.Eventually.of_forall fun r => ?_, by norm_num, by norm_num, by norm_num⟩
  have h1 : HasDerivAt (fun r : ℝ => r + r ^ 2) (1 + 2 * r) r :=
    ((hasDerivAt_id' r).fun_add (hasDerivAt_pow 2 r)).congr_deriv (by norm_num)
  have h2 : HasDerivAt (fun r : ℝ => 1 + 2 * r) (1 * (r + r ^ 2) + (2 - r - r ^ 2)) r :=
    (((hasDerivAt_id' r).const_mul (2 : ℝ)).const_add 1).congr_deriv (by ring)
  exact ⟨h1, h2⟩

end ExchangePoleAtNode
```

```lean
#print axioms ExchangePoleAtNode.exchange_pole_at_node
#print axioms ExchangePoleAtNode.continuous_local_potential_iff
```

```
'ExchangePoleAtNode.exchange_pole_at_node' depends on axioms: [propext, Classical.choice, Quot.sound]
'ExchangePoleAtNode.continuous_local_potential_iff' depends on axioms: [propext, Classical.choice, Quot.sound]
```

## How the limits are assembled

`node_slope` rewrites the derivative of `P` at `a` as a limit of difference quotients and removes the term `P a`, which is zero. `node_isolated` uses the nonzero limit: the quotient is eventually nonzero, and a zero of `P` would make it zero.

`exchange_residue` divides the limit of `X` by the limit from `node_slope`, with `hp` guaranteeing a nonzero denominator. The remaining lines rearrange the double fraction into the form $(r-a)X/P$.

`local_potential_eq` identifies $w$. The `filter_upwards` step restricts attention to points where the local equation, the radial equation and $P\neq0$ all hold. At such a point `D` has two expressions for its derivative, and `h1.unique h2.2` equates them. This is the equation $wP=qP+X$; `field_simp` and `linear_combination e` then carry out the division by $P$.

`local_potential_residue` adds the limit of $(r-a)q$, obtained with the help of `sub_tendsto`, to the limit from `exchange_residue`. It then replaces $q+X/P$ by $w$ using `local_potential_eq`.

`local_potential_diverges` first shows that $|r-a|$ tends to zero through positive values, so that its inverse tends to infinity. `Filter.Tendsto.pos_mul_atTop` multiplies this inverse by $|(r-a)w|$, whose limit is positive because `X a` and `D a` are nonzero. The last lines cancel $|r-a|$ and leave $|w|$.

In `exchange_pole_at_node`, the first conclusion is `exchange_residue` with `D a` as the slope. For the second, a supposed continuous `w` gives $|w|$ a finite limit, and `not_tendsto_nhds_of_tendsto_atTop` rules this out alongside the divergence.

`continuous_local_potential_iff` takes one direction from the main theorem. For the other, it applies `node_slope` to both `X` and `P`, since both vanish at `a`, and cancels the common factor $r-a$. `Function.update` then builds the potential by assigning the limiting value at the node, and `continuousAt_update_same` reduces its continuity to the limit just found. Off the node the updated function is still $q+X/P$, so multiplication by $P$ recovers the right-hand side of the radial equation.

`solvesRadial_witness` differentiates the polynomial example twice and checks the values at the node. It shows that the conditions on the orbital and the exchange term can be met simultaneously; $q$ and $X$ are a constant and a polynomial there, hence continuous.
